# Rodrigues rotation about a unit axis multiplies the torsion phasor by $e^{it}$ and keeps length and axial component

A dihedral angle is awkward as the subject of an exact statement. It is defined only modulo $2\pi$, it jumps at the branch cut, and it has no value when an outer bond is collinear with the central bond, which is the axis. The statement below therefore represents the torsion by a complex number whose argument is the dihedral angle. Turning a bond about a unit axis then becomes an identity between complex numbers that holds for every turning angle and every pair of bonds, and the angle itself enters only in the result on reaching a target value, where non-collinear bonds are assumed.

## The phasor and its transformation law

Let $n, p, q \in \mathbb{R}^3$, with scalar product $\langle\cdot,\cdot\rangle$, cross product $\times$ and length $|q| = \sqrt{\langle q,q\rangle}$. The vector $n$ is the axis and satisfies $\langle n,n\rangle = 1$. For a real angle $t$ in radians, the Rodrigues formula is

$$R(t)q = \cos t\; q + \sin t\,(n\times q) + (1-\cos t)\,\langle n,q\rangle\, n ,$$

and the torsion phasor of $p$ and $q$ about $n$ is

$$W(p,q) = \langle n\times p,\, n\times q\rangle + i\,\langle n,\, p\times q\rangle .$$

The main result is

$$W(p, R(t)q) = e^{it}\,W(p,q), \qquad |R(t)q| = |q|, \qquad \langle n, R(t)q\rangle = \langle n,q\rangle .$$

An example fixes the sign. With components $(x_0,x_1,x_2)$, take $n = (0,0,1)$, $p = (1,0,0)$ and $q = (\cos\alpha, \sin\alpha, h)$ for real $\alpha$ and $h$. Then $n\times p = (0,1,0)$, $n\times q = (-\sin\alpha,\cos\alpha,0)$ and $p\times q = (0,-h,\sin\alpha)$, so $W = e^{i\alpha}$. The argument is the angle from the projection of $p$ to the projection of $q$ in the plane normal to $n$, counted in the right-handed sense about $n$.

## Setting a dihedral in a chain of four atoms

For bonded atoms at positions $A, B, C, D$, put $n = (C-B)/|C-B|$, $p = A-B$ and $q = D-C$. Then $\arg W$ is $0$ for the cis arrangement and $\pi$ for trans, and a code obtains it as the two-argument arctangent of $\operatorname{Im} W$ and $\operatorname{Re} W$. A routine that sets the dihedral to a value $\varphi$ measures $\arg W$, forms $t = \varphi - \arg W$, and moves each atom on the side of $D$ from its position $r$ to $C + R(t)(r-C)$. It relies on three facts: the dihedral shifts by $+t$ and not by $-t$, the bond length $|q|$ stays fixed, and the bond angle $\theta$ at $C$, which obeys $\cos\theta = -\langle n,q\rangle/|q|$, stays fixed because numerator and denominator both do.

This move generates the geometries of a rigid torsion scan, on which electronic energies are then computed, and the result covers that one-parameter, unrelaxed motion and says nothing about the energies. The simplest torsional Monte Carlo move on an acyclic chain, a turn about one bond, is the same operation with a random $t$.

## How the cross product with $n$ turns into a factor $i$

Write $c = \cos t$, $s = \sin t$, $a = \langle n,p\rangle$, $b = \langle n,q\rangle$.

The axial component is a single line, since $\langle n, n\times q\rangle = 0$:

$$\langle n, R(t)q\rangle = c\,b + 0 + (1-c)\,b\,\langle n,n\rangle = b .$$

For scalar products, rotate both vectors and expand the nine terms of $\langle R(t)p, R(t)q\rangle$. The two terms that pair $n$ with $n\times p$ or $n\times q$ vanish. The two terms with coefficient $cs$ cancel because $\langle n\times p, q\rangle = -\langle p, n\times q\rangle$. The term with coefficient $s^2$ is given by the Binet–Cauchy identity, $\langle n\times p, n\times q\rangle = \langle n,n\rangle\langle p,q\rangle - ab = \langle p,q\rangle - ab$. What remains is

$$c^2\langle p,q\rangle + s^2\big(\langle p,q\rangle - ab\big) + \big[2c(1-c) + (1-c)^2\big]ab .$$

The bracket equals $(1-c)(1+c) = 1-c^2$, so the sum is $\langle p,q\rangle + (c^2+s^2-1)(\langle p,q\rangle - ab) = \langle p,q\rangle$. Setting $p = q$ gives the invariance of the length.

For the phasor, let $X = \langle n\times p, n\times q\rangle$ and $Y = \langle n, p\times q\rangle$, so that $W(p,q) = X + iY$. Both parts are linear in $q$, so the three terms of $R(t)q$ can be treated separately. The axial term gives nothing: $n\times n = 0$ and $\langle n, p\times n\rangle = 0$, hence $W(p,n) = 0$. For the term $n\times q$, the real part uses $n\times(n\times q) = b\,n - \langle n,n\rangle\, q$ and $\langle n\times p, n\rangle = 0$:

$$\langle n\times p,\, n\times(n\times q)\rangle = -\langle n,n\rangle\langle n\times p, q\rangle = -\langle n,n\rangle\, Y = -Y .$$

The imaginary part uses $p\times(n\times q) = \langle p,q\rangle\, n - a\,q$:

$$\langle n,\, p\times(n\times q)\rangle = \langle n,n\rangle\langle p,q\rangle - ab = X .$$

Thus $W(p, n\times q) = -Y + iX = i\,W(p,q)$, and

$$W(p,R(t)q) = c\,W(p,q) + s\,i\,W(p,q) = e^{it}\,W(p,q) .$$

## Degenerate geometries, uniqueness and a target angle

Let $u = n\times p$ and $v = n\times q$. Lagrange's identity reads $|u|^2|v|^2 = \langle u,v\rangle^2 + |u\times v|^2$, and $u\times v = \langle n, p\times q\rangle\, n = Y n$. For a unit axis this gives

$$|W(p,q)|^2 = X^2 + Y^2 = |n\times p|^2\,|n\times q|^2 ,$$

so $W \neq 0$ exactly when neither $p$ nor $q$ is zero or parallel to the axis.

Now suppose $u \ne 0$, which forces $n \neq 0$; the axis need not be normalised here. The vectors $n$, $u\times n$ and $u$ are mutually orthogonal, with squared lengths $|n|^2$, $|n|^2|u|^2$ and $|u|^2$. For any vector $d$, cyclic permutation of triple products gives $\langle d, u\times n\rangle = \langle u, n\times d\rangle = \operatorname{Re}W(p,d)$ and $\langle d,u\rangle = \langle n, p\times d\rangle = \operatorname{Im}W(p,d)$. Expanding $d$ in this frame and clearing denominators,

$$|n|^2|u|^2\, d = |u|^2\langle n,d\rangle\, n + \operatorname{Re}W(p,d)\;(u\times n) + |n|^2 \operatorname{Im}W(p,d)\; u .$$

For a unit axis, $u\times n = p - a\,n$, the orthonormal frame is $n$, $(p - a\,n)/|u|$, $u/|u|$, and the coordinates of $d$ in it are $\langle n,d\rangle$, $\operatorname{Re}W(p,d)/|u|$ and $\operatorname{Im}W(p,d)/|u|$. A vector is therefore determined by its axial component and its phasor. A vector $q'$ with $\langle n,q'\rangle = \langle n,q\rangle$ and $W(p,q') = e^{it}W(p,q)$ shares both with $R(t)q$ when $n$ is a unit vector, and so equals it.

Finally, let $u$ and $v$ both be nonzero, so that $W = W(p,q) = |W|e^{i\arg W}$ with $|W|>0$. Turning by $t = \varphi - \arg W$ gives the phasor $e^{i(\varphi - \arg W)}\,|W|\,e^{i\arg W} = |W|\,e^{i\varphi}$, whose principal argument is $\varphi$ when $-\pi < \varphi \le \pi$.

## The Lean source

```lean
import Mathlib

open Matrix Complex

namespace TorsionDriving

noncomputable section

/-- Vectors of ordinary three-dimensional space. -/
abbrev Vec := Fin 3 → ℝ

/-- Euclidean length of a vector. -/
def len (q : Vec) : ℝ := Real.sqrt (q ⬝ᵥ q)

/-- Rodrigues rotation of `q` by the angle `t` about the axis `n`. -/
def rod (n : Vec) (t : ℝ) (q : Vec) : Vec :=
  Real.cos t • q + Real.sin t • (n ⨯₃ q) + ((1 - Real.cos t) * (n ⬝ᵥ q)) • n

/-- Torsion phasor of the vectors `p` and `q` about the axis `n`:
`W(p, q) = ⟨n × p, n × q⟩ + i ⟨n, p × q⟩`. -/
def W (n p q : Vec) : ℂ := ⟨(n ⨯₃ p) ⬝ᵥ (n ⨯₃ q), n ⬝ᵥ (p ⨯₃ q)⟩

/-- Rotation about a unit axis keeps the component of a vector along the axis. -/
theorem axial_rod (n q : Vec) (t : ℝ) (hn : n ⬝ᵥ n = 1) :
    n ⬝ᵥ rod n t q = n ⬝ᵥ q := by
  simp only [rod, dotProduct_add, dotProduct_smul, dot_self_cross, hn, smul_eq_mul]
  ring

/-- Rotation about a unit axis keeps the scalar product of any two vectors. -/
theorem dot_rod (n p q : Vec) (t : ℝ) (hn : n ⬝ᵥ n = 1) :
    rod n t p ⬝ᵥ rod n t q = p ⬝ᵥ q := by
  have hcs := Real.cos_sq_add_sin_sq t
  have h1 : (n ⨯₃ p) ⬝ᵥ (n ⨯₃ q) = p ⬝ᵥ q - (n ⬝ᵥ p) * (n ⬝ᵥ q) := by
    rw [cross_dot_cross, hn, dotProduct_comm p n]
    ring
  have h2 : (n ⨯₃ p) ⬝ᵥ q = -(p ⬝ᵥ (n ⨯₃ q)) := by
    simp [cross_apply, dotProduct, Fin.sum_univ_three]
    ring
  have h3 : (n ⨯₃ p) ⬝ᵥ n = 0 := by rw [dotProduct_comm, dot_self_cross]
  simp only [rod, dotProduct_add, add_dotProduct, dotProduct_smul, smul_dotProduct,
    dot_self_cross, hn, h1, h2, h3, dotProduct_comm p n, smul_eq_mul]
  linear_combination (p ⬝ᵥ q - (n ⬝ᵥ p) * (n ⬝ᵥ q)) * hcs

/-- Rotating `q` by `t` about the unit axis multiplies the torsion phasor by `exp (i t)`. -/
theorem W_rod (n p q : Vec) (t : ℝ) (hn : n ⬝ᵥ n = 1) :
    W n p (rod n t q) = exp (t * I) * W n p q := by
  -- the generator `q ↦ n × q` acts on the phasor as multiplication by `i`
  have hre : (n ⨯₃ p) ⬝ᵥ (n ⨯₃ (n ⨯₃ q)) = -(n ⬝ᵥ (p ⨯₃ q)) := by
    have h : (n ⨯₃ p) ⬝ᵥ (n ⨯₃ (n ⨯₃ q)) = -((n ⬝ᵥ n) * (n ⬝ᵥ (p ⨯₃ q))) := by
      simp [cross_apply, dotProduct, Fin.sum_univ_three]
      ring
    rw [h, hn, one_mul]
  have him : n ⬝ᵥ (p ⨯₃ (n ⨯₃ q)) = (n ⨯₃ p) ⬝ᵥ (n ⨯₃ q) := by
    simp [cross_apply, dotProduct, Fin.sum_univ_three]
    ring
  -- the axial part of `q` does not contribute
  have h0 : n ⬝ᵥ (p ⨯₃ n) = 0 := dot_cross_self p n
  apply Complex.ext
  · simp only [W, rod, map_add, map_smul, dotProduct_add, dotProduct_smul, cross_self,
      dotProduct_zero, hre, smul_eq_mul, mul_re, exp_ofReal_mul_I_re, exp_ofReal_mul_I_im]
    ring
  · simp only [W, rod, map_add, map_smul, dotProduct_add, dotProduct_smul, h0, him,
      smul_eq_mul, mul_im, exp_ofReal_mul_I_re, exp_ofReal_mul_I_im]
    ring

/-- Torsion driving: rotation of `q` by `t` about a unit axis multiplies the torsion phasor by
`exp (i t)` and keeps both the length of `q` and its component along the axis. -/
theorem torsion_driving (n p q : Vec) (t : ℝ) (hn : n ⬝ᵥ n = 1) :
    W n p (rod n t q) = exp (t * I) * W n p q ∧
      len (rod n t q) = len q ∧ n ⬝ᵥ rod n t q = n ⬝ᵥ q :=
  ⟨W_rod n p q t hn, by rw [len, len, dot_rod n q q t hn], axial_rod n q t hn⟩

/-- For a unit axis the squared modulus of the phasor is `|n × p|² |n × q|²`. -/
theorem normSq_W (n p q : Vec) (hn : n ⬝ᵥ n = 1) :
    normSq (W n p q) = ((n ⨯₃ p) ⬝ᵥ (n ⨯₃ p)) * ((n ⨯₃ q) ⬝ᵥ (n ⨯₃ q)) := by
  -- Lagrange identity, with `(n × p) × (n × q) = ⟨n, p × q⟩ n`
  have h : ((n ⨯₃ p) ⬝ᵥ (n ⨯₃ p)) * ((n ⨯₃ q) ⬝ᵥ (n ⨯₃ q)) =
      ((n ⨯₃ p) ⬝ᵥ (n ⨯₃ q)) ^ 2 + (n ⬝ᵥ n) * (n ⬝ᵥ (p ⨯₃ q)) ^ 2 := by
    simp [cross_apply, dotProduct, Fin.sum_univ_three]
    ring
  rw [h, hn]
  simp only [W, normSq_mk]
  ring

/-- For a unit axis the phasor is nonzero exactly when `n × p` and `n × q` are both nonzero. -/
theorem W_ne_zero_iff (n p q : Vec) (hn : n ⬝ᵥ n = 1) :
    W n p q ≠ 0 ↔ n ⨯₃ p ≠ 0 ∧ n ⨯₃ q ≠ 0 := by
  rw [Ne, ← normSq_eq_zero, normSq_W n p q hn, mul_eq_zero, dotProduct_self_eq_zero,
    dotProduct_self_eq_zero, not_or]

/-- If `n × p` is nonzero, a vector is determined by its phasor with `p` and its component
along the axis. -/
theorem eq_of_W_eq (n p q q' : Vec) (hp : n ⨯₃ p ≠ 0)
    (hW : W n p q' = W n p q) (hax : n ⬝ᵥ q' = n ⬝ᵥ q) : q' = q := by
  have hA : (n ⨯₃ p) ⬝ᵥ (n ⨯₃ p) ≠ 0 := fun h => hp (dotProduct_self_eq_zero.mp h)
  -- expansion in the orthogonal frame `n`, `(n × p) × n`, `n × p`
  have key : ∀ d : Vec, ((n ⬝ᵥ n) * ((n ⨯₃ p) ⬝ᵥ (n ⨯₃ p))) • d =
      (((n ⨯₃ p) ⬝ᵥ (n ⨯₃ p)) * (n ⬝ᵥ d)) • n + (W n p d).re • ((n ⨯₃ p) ⨯₃ n)
        + ((n ⬝ᵥ n) * (W n p d).im) • (n ⨯₃ p) := by
    intro d
    ext i
    simp only [W, Pi.add_apply, Pi.smul_apply, smul_eq_mul]
    fin_cases i <;> simp [cross_apply, dotProduct, Fin.sum_univ_three] <;> ring
  have hN : n ⬝ᵥ n ≠ 0 := by
    intro h
    apply hp
    rw [dotProduct_self_eq_zero.mp h]
    simp
  have h : ((n ⬝ᵥ n) * ((n ⨯₃ p) ⬝ᵥ (n ⨯₃ p))) • q' =
      ((n ⬝ᵥ n) * ((n ⨯₃ p) ⬝ᵥ (n ⨯₃ p))) • q := by
    rw [key q', key q, hW, hax]
  exact smul_right_injective _ (mul_ne_zero hN hA) h

/-- For a unit axis with `n × p` nonzero, `q'` is the rotation of `q` by `t` exactly when its
phasor is `exp (i t)` times that of `q` and its axial component is that of `q`. -/
theorem eq_rod_iff (n p q q' : Vec) (t : ℝ) (hn : n ⬝ᵥ n = 1) (hp : n ⨯₃ p ≠ 0) :
    q' = rod n t q ↔ W n p q' = exp (t * I) * W n p q ∧ n ⬝ᵥ q' = n ⬝ᵥ q := by
  constructor
  · rintro rfl
    exact ⟨W_rod n p q t hn, axial_rod n q t hn⟩
  · rintro ⟨h1, h2⟩
    exact eq_of_W_eq n p _ q' hp (h1.trans (W_rod n p q t hn).symm)
      (h2.trans (axial_rod n q t hn).symm)

/-- With `n × p` and `n × q` nonzero and a target angle `φ` in `(-π, π]`, rotating `q` by `φ`
minus the argument of the phasor gives a phasor whose argument is `φ`. -/
theorem drive_to_target (n p q : Vec) (φ : ℝ) (hn : n ⬝ᵥ n = 1) (hp : n ⨯₃ p ≠ 0)
    (hq : n ⨯₃ q ≠ 0) (hφ : φ ∈ Set.Ioc (-Real.pi) Real.pi) :
    arg (W n p (rod n (φ - arg (W n p q)) q)) = φ := by
  have hW : 0 < ‖W n p q‖ := norm_pos_iff.mpr ((W_ne_zero_iff n p q hn).mpr ⟨hp, hq⟩)
  rw [W_rod n p q _ hn]
  generalize W n p q = w at hW ⊢
  -- polar form of the phasor: the old phase cancels
  have h : exp (((φ - arg w : ℝ) : ℂ) * I) * w = (‖w‖ : ℂ) * (cos φ + sin φ * I) := by
    have hw := norm_mul_exp_arg_mul_I w
    have he : exp (((φ - arg w : ℝ) : ℂ) * I) * exp (arg w * I) = exp (φ * I) := by
      rw [← Complex.exp_add]
      congr 1
      push_cast
      ring
    rw [← exp_mul_I, ← he]
    linear_combination (-exp (((φ - arg w : ℝ) : ℂ) * I)) * hw
  rw [h]
  exact arg_mul_cos_add_sin_mul_I hW hφ

end

end TorsionDriving
```

```lean
#print axioms TorsionDriving.torsion_driving
#print axioms TorsionDriving.eq_rod_iff
#print axioms TorsionDriving.drive_to_target
```

```
'TorsionDriving.torsion_driving' depends on axioms: [propext, Classical.choice, Quot.sound]
'TorsionDriving.eq_rod_iff' depends on axioms: [propext, Classical.choice, Quot.sound]
'TorsionDriving.drive_to_target' depends on axioms: [propext, Classical.choice, Quot.sound]
```

## The definitions and theorems in words

A vector is a function `Fin 3 → ℝ`, with components numbered $0,1,2$. The symbols `⬝ᵥ` and `⨯₃` are the scalar product and the right-handed cross product. The norm that Mathlib puts on such functions is the largest absolute component, which rotations do not preserve, so `len` defines the Euclidean length directly as `Real.sqrt (q ⬝ᵥ q)`. The function `rod n t q` is $R(t)q$ term by term, and `W n p q` is the complex number given by its real and imaginary parts, with the axis as an explicit first argument.

The hypothesis `hn : n ⬝ᵥ n = 1` says that the axis has unit length. In the application $n$ is the normalised direction of the central bond, but the file contains no atomic positions and does not construct $n$ from $B$ and $C$. The hypotheses `hp : n ⨯₃ p ≠ 0` and `hq : n ⨯₃ q ≠ 0` say that the outer bonds have nonzero length and that the bond angles at $B$ and $C$ are neither $0$ nor $\pi$.

The theorem `torsion_driving` is the conjunction of the three displayed equalities, for all $p$, $q$, $t$, under `hn` alone. `dot_rod` states that scalar products of two rotated vectors are unchanged. `normSq_W` is the formula for $|W|^2$, and `W_ne_zero_iff` is the criterion for $W\neq0$. `eq_of_W_eq` is the uniqueness statement and needs `hp` but not `hn`. `eq_rod_iff` says that, under `hn` and `hp`, $q' = R(t)q$ holds if and only if the phasor is multiplied by $e^{it}$ and the axial component is kept; the length is not among the conditions. `drive_to_target` states that the argument after turning by `φ - arg (W n p q)` equals `φ`, for `φ` in `Set.Ioc (-Real.pi) Real.pi`, the interval $(-\pi,\pi]$ in which `arg` takes its values. Mathlib assigns the argument $0$ to the number $0$, so without `hp` and `hq` the left side could be $0$ whatever the target.

## The tactic steps against the algebra

In `axial_rod`, `dot_self_cross` removes $\langle n, n\times q\rangle$, `hn` replaces $\langle n,n\rangle$, and `ring` adds $cb + (1-c)b$.

In `dot_rod`, `h1` is the Binet–Cauchy identity from `cross_dot_cross`, `h2` is the antisymmetry that cancels the $cs$ terms, and `h3` is $\langle n\times p,n\rangle=0$. After the expansion the two sides differ by $(c^2+s^2-1)(\langle p,q\rangle - ab)$, and the closing `linear_combination` supplies exactly this multiple of `hcs`, the relation $c^2+s^2=1$.

In `W_rod`, `hre` and `him` are the real and imaginary parts of $W(p,n\times q) = iW(p,q)$. Each is written out in components and closed by `ring`; only `hre` uses `hn`. The axial term disappears through `cross_self` in the real part and `h0` in the imaginary part. `Complex.ext` splits the goal, and `exp_ofReal_mul_I_re` and `exp_ofReal_mul_I_im` identify the parts of $e^{it}$ as $c$ and $s$, leaving $cX - sY$ and $sX + cY$. The theorem `torsion_driving` collects these three lemmas, with `dot_rod n q q t hn` applied under the square root.

In `normSq_W`, Lagrange's identity and $u\times v = Yn$ are merged into one polynomial identity in the nine components, with the factor $\langle n,n\rangle$ kept until `hn` is used. `W_ne_zero_iff` then uses that a product vanishes only if a factor does and that $\langle u,u\rangle = 0$ means $u = 0$.

In `eq_of_W_eq`, `key` is the frame expansion with denominators cleared, proved for each of the three components. `hA` and `hN` show $|u|^2\neq0$ and $|n|^2\ne0$, and `smul_right_injective` cancels their product. `eq_rod_iff` uses `W_rod` and `axial_rod` in one direction and adds `eq_of_W_eq` in the other. In `drive_to_target`, `hw` is the polar form, `he` adds the exponents, and `arg_mul_cos_add_sin_mul_I` reads off the argument of a positive multiple of $\cos\varphi + i\sin\varphi$.

## Exact arithmetic, a unit axis and one moving fragment

For an implementation whose formulas match `rod` and `W`, the theorems fix the sign of the shift, the invariance of $|q|$ and $\langle n,q\rangle$, and the arrival at a target in $(-\pi,\pi]$. Since $p$ and $q$ are arbitrary, the same factor $e^{it}$ applies to every torsion about the bond between a fixed $p$ and a rotated $q$. By `eq_rod_iff`, any other construction of $q'$, for instance by quaternions or a rotation matrix, agrees with the Rodrigues formula once it satisfies the two conditions for a single off-axis reference vector $p$.

All statements are in exact real arithmetic. There is no rounding analysis, no bound for an axis with $\langle n,n\rangle$ slightly different from $1$, and no estimate of how sensitive $\arg W$ is near a collinear geometry, where $|W| = |n\times p|\,|n\times q|$ is small.

Of the properties of a rotation, the file proves preservation of scalar products and of the axial component, and the action on $W$. Linearity of $R(t)$, its determinant and the composition law $R(t_1)R(t_2) = R(t_1+t_2)$ are not stated. The translation to atomic positions, the fixed bond angle at $C$ and the fixed distances within the moving fragment, which come from expanding $|R(t)q_1 - R(t)q_2|^2$ into scalar products of vectors $q_1, q_2$ drawn from $C$, are consequences argued in the prose and have no theorem of their own in the file.

For a single vector $q$ with $W(p,q)\neq0$, the rotation keeps the length and the axial component and shifts the phase of $W(p,q)$ by $t$. Distances between fixed and moving atoms, such as $|D-A|$, do change in general. The file has no notion of a bond graph, so it does not say which atoms belong to the moving side, and it does not treat a bond in a ring, where the molecule does not split into two sides.
